# Spectrum of a finite ring threaded by a flux

Q: A particle of charge $q$ and mass $M$ moves on a ring around a solenoid. I discretise the ring into $n$ points with spacing $\ell$. The vector potential may vary from link to link, yet only the enclosed flux should show in the levels. I doubt that a Lean statement about functions on `ZMod n` says this.

A: Start with the model. Sites are $j\in\mathbb Z/n$, so site $n$ is site $0$, and a state is $\psi=(\psi_j)\in\mathbb C^n$. The link from $j$ to $j+1$ carries a real phase $A_j$, and
$$(H_A\psi)_j = 2\psi_j - e^{iA_j}\psi_{j+1} - e^{-iA_{j-1}}\psi_{j-1}.$$
This is the three-point kinetic energy in units of $\hbar^2/(2M\ell^2)$, with $A_j$ equal to $-q/\hbar$ times the line integral of the vector potential along the link. It describes one particle, nearest-neighbour hopping of equal strength and no site potential. In Lean, `cis x` is $e^{ix}$, `cis_add` is $e^{i(x+y)}=e^{ix}e^{iy}$, and `ringH A` is $H_A$ as a complex-linear map.

```lean
import Mathlib

open Complex (I)
open scoped Real

namespace FluxRing

noncomputable section

variable {n : ℕ}

/-- The phase factor `exp(i x)` of a real angle `x`. -/
def cis (x : ℝ) : ℂ := Complex.exp (x * I)

/-- Phase factors multiply when the angles add. -/
theorem cis_add (x y : ℝ) : cis (x + y) = cis x * cis y := by
  unfold cis
  rw [← Complex.exp_add]
  congr 1
  push_cast
  ring

/-- The ring Hamiltonian with link phases `A`:
`(H ψ)_j = 2 ψ_j - exp(i A_j) ψ_{j+1} - exp(-i A_{j-1}) ψ_{j-1}`. -/
def ringH (A : ZMod n → ℝ) : Module.End ℂ (ZMod n → ℂ) where
  toFun ψ := fun j => 2 * ψ j - cis (A j) * ψ (j + 1) - cis (-A (j - 1)) * ψ (j - 1)
  map_add' ψ φ := by funext j; simp only [Pi.add_apply]; ring
  map_smul' c ψ := by
    funext j; simp only [Pi.smul_apply, smul_eq_mul, RingHom.id_apply]; ring
```

Q: And gauge transformations?

A: For real site angles $\chi_j$, `gauge χ` is $(G_\chi\psi)_j=e^{i\chi_j}\psi_j$ and `gaugeShift A χ` is the link field $A'_j=A_j+\chi_{j+1}-\chi_j$. For real $\Phi$ and integer $m$, `level n Φ m` is $E_m(\Phi)=2-2\cos\big((2\pi m+\Phi)/n\big)$.

```lean
/-- The gauge transformation of states, `ψ_j ↦ exp(i χ_j) ψ_j`. -/
def gauge (χ : ZMod n → ℝ) : Module.End ℂ (ZMod n → ℂ) where
  toFun ψ := fun j => cis (χ j) * ψ j
  map_add' ψ φ := by funext j; simp only [Pi.add_apply]; ring
  map_smul' c ψ := by
    funext j; simp only [Pi.smul_apply, smul_eq_mul, RingHom.id_apply]; ring

/-- The gauge-shifted link phases `A_j + χ_{j+1} - χ_j`. -/
def gaugeShift (A χ : ZMod n → ℝ) : ZMod n → ℝ := fun j => A j + χ (j + 1) - χ j

/-- The level `2 - 2 cos((2π m + Φ)/n)`. -/
def level (n : ℕ) (Φ : ℝ) (m : ℤ) : ℝ := 2 - 2 * Real.cos ((2 * π * m + Φ) / n)
```

Q: The sign in $A'$ is a place where a convention could be wrong.

A: Insert $G_\chi\psi$ and pull out $e^{i\chi_j}$:
$$(H_AG_\chi\psi)_j = e^{i\chi_j}\Big[2\psi_j - e^{i(A_j+\chi_{j+1}-\chi_j)}\psi_{j+1} - e^{-i(A_{j-1}+\chi_j-\chi_{j-1})}\psi_{j-1}\Big].$$
The bracket is $(H_{A'}\psi)_j$, so $H_AG_\chi=G_\chi H_{A'}$. In `ringH_mul_gauge`, where `*` is composition, `h1` and `h2` match the phases on the forward and backward link, and `linear_combination` weights them with $-\psi_{j+1}$ and $-\psi_{j-1}$. The lemma `gauge_mul_neg` is $G_\chi G_{-\chi}=1$.

```lean
/-- Gauge covariance: `H_A G_χ = G_χ H_{A'}` with `A'` the gauge-shifted link phases. -/
theorem ringH_mul_gauge (A χ : ZMod n → ℝ) :
    ringH A * gauge χ = gauge χ * ringH (gaugeShift A χ) := by
  apply LinearMap.ext
  intro ψ
  funext j
  change 2 * (cis (χ j) * ψ j) - cis (A j) * (cis (χ (j + 1)) * ψ (j + 1))
      - cis (-A (j - 1)) * (cis (χ (j - 1)) * ψ (j - 1))
    = cis (χ j) * (2 * ψ j - cis (A j + χ (j + 1) - χ j) * ψ (j + 1)
      - cis (-(A (j - 1) + χ (j - 1 + 1) - χ (j - 1))) * ψ (j - 1))
  rw [sub_add_cancel]
  -- the phases match on the forward and on the backward link
  have h1 : cis (A j) * cis (χ (j + 1)) = cis (χ j) * cis (A j + χ (j + 1) - χ j) := by
    rw [← cis_add, ← cis_add]; congr 1; ring
  have h2 : cis (-A (j - 1)) * cis (χ (j - 1))
      = cis (χ j) * cis (-(A (j - 1) + χ j - χ (j - 1))) := by
    rw [← cis_add, ← cis_add]; congr 1; ring
  linear_combination (-ψ (j + 1)) * h1 - ψ (j - 1) * h2

/-- The gauge transformation with `-χ` undoes the one with `χ`. -/
theorem gauge_mul_neg (χ : ZMod n → ℝ) : gauge χ * gauge (-χ) = 1 := by
  apply LinearMap.ext
  intro ψ
  funext j
  change cis (χ j) * (cis (-χ j) * ψ j) = ψ j
  rw [← mul_assoc, ← cis_add]
  simp [cis]
```

Q: Where does the flux enter, and which ring sizes are meant? I would ask for $n\ge3$.

A: From here on `[NeZero n]` requires only $n\ge1$; it removes $n=0$, for which `ZMod n` is the infinite chain $\mathbb Z$. The flux is `flux A`, $\Phi=\sum_jA_j$, dimensionless: it is $-q/\hbar$ times the enclosed magnetic flux, so a change of $\Phi$ by $2\pi$ in magnitude corresponds to one flux quantum $h/|q|$. The state `planeWave m` has components $e^{2\pi i mj/n}$; it is unnormalised, and the normalised wave carries a factor $1/\sqrt n$.

```lean
variable [NeZero n]

/-- The total flux through the ring, the sum of all link phases. -/
def flux (A : ZMod n → ℝ) : ℝ := ∑ j, A j

/-- The plane wave `exp(2π i m j / n)` on the ring. -/
def planeWave (m : ℤ) : ZMod n → ℂ := fun j => ZMod.stdAddChar ((m : ZMod n) * j)
```

Q: That a gauge shift preserves the flux is clear. Is every field with the same flux reachable?

A: Yes, and `gaugeShift_iff_flux` states both directions for two link fields $A$ and $B$. Forwards, $\sum_j\chi_{j+1}=\sum_j\chi_j$ on a ring, so the shift cancels in the sum. Backwards, define $f(k)=\sum_{i<k}(B_i-A_i)$ for natural $k$, with $i$ read modulo $n$. Then $f(k+1)=f(k)+B_k-A_k$ (`hs`), equal fluxes give $f(n)=f(0)$ (`hn`), and induction gives $f(k+n)=f(k)$ (`hper`). Set $\chi_j=f(j)$ for $j=0,\dots,n-1$. Periodicity is what the closing link from $n-1$ to $0$ needs, and on every link $A_j+\chi_{j+1}-\chi_j=B_j$. The forward step is worth reusing: `Equiv.sum_comp (Equiv.addRight 1) χ` treats the shift as a permutation of the sites, so a cyclic sum is reindexed without boundary terms.

```lean
/-- The link phases `B` are a gauge shift of `A` by some real `χ` exactly when both have the
same total flux. -/
theorem gaugeShift_iff_flux (A B : ZMod n → ℝ) :
    (∃ χ, gaugeShift A χ = B) ↔ flux A = flux B := by
  constructor
  · rintro ⟨χ, rfl⟩
    have h : ∑ j, χ (j + 1) = ∑ j, χ j := Equiv.sum_comp (Equiv.addRight 1) χ
    simp only [flux, gaugeShift, Finset.sum_sub_distrib, Finset.sum_add_distrib, h]
    ring
  · intro h
    -- partial sums of B - A along the ring
    obtain ⟨f, hf⟩ : ∃ f : ℕ → ℝ, ∀ k, f k = ∑ i ∈ Finset.range k, (B i - A i) :=
      ⟨_, fun _ => rfl⟩
    have hs : ∀ k, f (k + 1) = f k + (B k - A k) := fun k => by
      rw [hf (k + 1), hf k, Finset.sum_range_succ]
    have hn : f n = f 0 := by
      have e : ∑ i ∈ Finset.range n, (B i - A i) = ∑ j, (B j - A j) :=
        Finset.sum_nbij' (fun k : ℕ => (k : ZMod n)) ZMod.val (fun _ _ => Finset.mem_univ _)
          (fun j _ => Finset.mem_range.2 (ZMod.val_lt j))
          (fun a ha => ZMod.val_cast_of_lt (Finset.mem_range.1 ha))
          (fun j _ => ZMod.natCast_zmod_val j) (fun _ _ => rfl)
      rw [hf n, hf 0, e, Finset.sum_sub_distrib, Finset.sum_range_zero]
      unfold flux at h
      linarith
    -- equal flux makes the partial sums single valued
    have hper : Function.Periodic f n := by
      intro k
      induction k with
      | zero => rw [Nat.zero_add]; exact hn
      | succ k ih => rw [Nat.add_right_comm, hs (k + n), hs k, ih]; simp
    refine ⟨fun j => f j.val, funext fun j => ?_⟩
    have hv : (j + 1).val = (j.val + 1) % n := by
      rw [← ZMod.val_natCast, Nat.cast_add, Nat.cast_one, ZMod.natCast_zmod_val]
    show A j + f (j + 1).val - f j.val = B j
    rw [hv, hper.map_mod_nat, hs, ZMod.natCast_zmod_val]
    ring
```

A: The uniform field $B_j=\Phi/n$ has flux $n\cdot\Phi/n=\Phi$. Covariance with the resulting $\chi$, multiplied from the right by $G_{-\chi}$, gives $H_A=G_\chi H_{\Phi/n}G_{-\chi}$, where $H_{\Phi/n}$ is the uniform ring. That operator identity is `gauge_equiv_uniform`.

```lean
/-- The ring Hamiltonian with total flux `Φ` is gauge equivalent to the one with the uniform
link phase `Φ / n`. -/
theorem gauge_equiv_uniform (A : ZMod n → ℝ) :
    ∃ χ, ringH A = gauge χ * ringH (fun _ => flux A / n) * gauge (-χ) := by
  have hn : (n : ℝ) ≠ 0 := Nat.cast_ne_zero.2 (NeZero.ne n)
  obtain ⟨χ, h⟩ := (gaugeShift_iff_flux A (fun _ => flux A / n)).2 (by
    show flux A = ∑ _j : ZMod n, flux A / n
    rw [Finset.sum_const, Finset.card_univ, ZMod.card, nsmul_eq_mul]
    field_simp)
  refine ⟨χ, ?_⟩
  rw [← h, ← ringH_mul_gauge, mul_assoc, gauge_mul_neg, mul_one]
```

Q: Plane waves solve the uniform ring, granted. But exhibiting eigenvectors shows only that the levels occur, not that nothing else does.

A: Both halves are proved. On the plane wave, $\psi_{j\pm1}=e^{\pm2\pi im/n}\psi_j$, so $H_{\Phi/n}$ multiplies it by
$$2-e^{i\Phi/n}e^{2\pi im/n}-e^{-i\Phi/n}e^{-2\pi im/n}=2-2\cos\frac{2\pi m+\Phi}{n}.$$
The lemma `symbol_eq_level` is this identity: it writes `ZMod.stdAddChar` of an integer $k$ as $e^{2\pi ik/n}$, adds the angles and applies `Complex.two_cos`. Then `ringH_planeWave` splits $m(j\pm1)=\pm m+mj$ in the exponent.

```lean
/-- The symbol of the uniform ring:
`2 - e^{iΦ/n} e^{2πim/n} - e^{-iΦ/n} e^{-2πim/n} = 2 - 2 cos((2πm + Φ)/n)`. -/
theorem symbol_eq_level (Φ : ℝ) (m : ℤ) :
    2 - cis (Φ / n) * ZMod.stdAddChar (m : ZMod n)
      - cis (-(Φ / n)) * ZMod.stdAddChar (-(m : ZMod n)) = (level n Φ m : ℂ) := by
  have h : ∀ k : ℤ, ZMod.stdAddChar (k : ZMod n) = cis (2 * π * k / n) := by
    intro k
    rw [ZMod.stdAddChar_coe, cis]
    congr 1
    push_cast
    ring
  have h2 := h (-m)
  rw [Int.cast_neg (R := ZMod n)] at h2
  have e1 : Φ / n + 2 * π * m / n = (2 * π * m + Φ) / n := by ring
  have e2 : -(Φ / n) + 2 * π * ((-m : ℤ) : ℝ) / n = -((2 * π * m + Φ) / n) := by
    push_cast; ring
  rw [h m, h2, ← cis_add, ← cis_add, e1, e2]
  unfold level
  generalize (2 * π * m + Φ) / n = x
  simp only [cis]
  push_cast
  linear_combination Complex.two_cos (x : ℂ)

/-- The ring Hamiltonian with uniform phase `Φ / n` multiplies the plane wave `m` by
`2 - 2 cos((2πm + Φ)/n)`. -/
theorem ringH_planeWave (Φ : ℝ) (m : ℤ) :
    ringH (fun _ : ZMod n => Φ / n) (planeWave m) = (level n Φ m : ℂ) • planeWave m := by
  funext j
  change 2 * ZMod.stdAddChar ((m : ZMod n) * j)
      - cis (Φ / n) * ZMod.stdAddChar ((m : ZMod n) * (j + 1))
      - cis (-(Φ / n)) * ZMod.stdAddChar ((m : ZMod n) * (j - 1))
    = (level n Φ m : ℂ) * ZMod.stdAddChar ((m : ZMod n) * j)
  rw [← symbol_eq_level, show (m : ZMod n) * (j + 1) = m + m * j by ring,
    show (m : ZMod n) * (j - 1) = -m + m * j by ring,
    AddChar.map_add_eq_mul, AddChar.map_add_eq_mul]
  ring
```

A: For exclusion, take the unnormalised transform `ZMod.dft`, $\hat\psi_m=\sum_je^{-2\pi ijm/n}\psi_j$. Substituting $j\to j-a$ for a shift $a$ gives $\sum_je^{-2\pi ijm/n}\psi_{j+a}=e^{2\pi iam/n}\hat\psi_m$, which is `shift`. With $a=\pm1$ the same factor appears, now for an arbitrary state: the $m$-th coefficient of $H_{\Phi/n}\psi$ is $E_m(\Phi)\,\hat\psi_m$.

```lean
/-- The ring Hamiltonian with uniform phase `Φ / n` multiplies the `m`-th discrete Fourier
coefficient of any state by `2 - 2 cos((2πm + Φ)/n)`. -/
theorem dft_ringH (Φ : ℝ) (ψ : ZMod n → ℂ) (m : ℤ) :
    ZMod.dft (ringH (fun _ : ZMod n => Φ / n) ψ) (m : ZMod n)
      = (level n Φ m : ℂ) * ZMod.dft ψ (m : ZMod n) := by
  -- a translation of the state is a phase on its Fourier coefficient
  have shift : ∀ a : ZMod n, ∑ j, ZMod.stdAddChar (-(j * (m : ZMod n))) * ψ (j + a)
      = ZMod.stdAddChar (a * (m : ZMod n))
        * ∑ j, ZMod.stdAddChar (-(j * (m : ZMod n))) * ψ j := by
    intro a
    rw [Finset.mul_sum]
    refine Fintype.sum_equiv (Equiv.addRight a) _ _ fun x => ?_
    simp only [Equiv.coe_addRight]
    rw [← mul_assoc, ← AddChar.map_add_eq_mul,
      show a * (m : ZMod n) + -((x + a) * m) = -(x * m) by ring]
  have h1 := shift 1
  have h2 := shift (-1)
  simp only [one_mul] at h1
  simp only [neg_one_mul, ← sub_eq_add_neg] at h2
  have e : ∑ j, ZMod.stdAddChar (-(j * (m : ZMod n))) * ringH (fun _ : ZMod n => Φ / n) ψ j
      = 2 * ∑ j, ZMod.stdAddChar (-(j * (m : ZMod n))) * ψ j
        - cis (Φ / n) * ∑ j, ZMod.stdAddChar (-(j * (m : ZMod n))) * ψ (j + 1)
        - cis (-(Φ / n)) * ∑ j, ZMod.stdAddChar (-(j * (m : ZMod n))) * ψ (j - 1) := by
    simp only [Finset.mul_sum, ← Finset.sum_sub_distrib]
    refine Finset.sum_congr rfl fun j _ => ?_
    change _ * (2 * ψ j - cis (Φ / n) * ψ (j + 1) - cis (-(Φ / n)) * ψ (j - 1)) = _
    ring
  simp only [ZMod.dft_apply, smul_eq_mul]
  rw [← symbol_eq_level, e, h1, h2]
  ring
```

Q: Read me the main statement, then.

A: For every $n\ge1$, every real link field $A$ and every complex $\mu$, `hasEigenvalue_iff` says that $H_A\psi=\mu\psi$ has a nonzero solution exactly when $\mu=E_m(\Phi)$ for some integer $m$, with $\Phi$ the flux of $A$. Since $\mu$ ranges over $\mathbb C$, the reality of the eigenvalues is part of the conclusion. Suppose $H_A\psi=\mu\psi$ with $\psi\ne0$. Then $\varphi=G_{-\chi}\psi$ obeys $H_{\Phi/n}\varphi=\mu\varphi$ (`hφ`). It is nonzero because $G_\chi\varphi=\psi$, and the transform is invertible, so some $\hat\varphi_m\neq0$ (`h0`, `hk`). Cancelling it in $\mu\hat\varphi_m=E_m\hat\varphi_m$ is `mul_right_cancel₀`. Conversely, $G_\chi$ applied to the plane wave is an eigenvector with eigenvalue $E_m$; it is nonzero because $G_{-\chi}$ returns the plane wave, whose value at site $0$ is $1$.

```lean
/-- The eigenvalues of the ring Hamiltonian with total flux `Φ` are exactly the numbers
`2 - 2 cos((2πm + Φ)/n)` with integer `m`. -/
theorem hasEigenvalue_iff (A : ZMod n → ℝ) (μ : ℂ) :
    (ringH A).HasEigenvalue μ ↔ ∃ m : ℤ, μ = (level n (flux A) m : ℂ) := by
  obtain ⟨χ, hχ⟩ := gauge_equiv_uniform A
  have hinv : gauge (-χ) * gauge χ = 1 := by simpa using gauge_mul_neg (-χ)
  constructor
  · intro h
    obtain ⟨ψ, hψ⟩ := h.exists_hasEigenvector
    have he := hψ.apply_eq_smul
    have hne : ψ ≠ 0 := hψ.2
    have hback : gauge χ (gauge (-χ) ψ) = ψ := LinearMap.congr_fun (gauge_mul_neg χ) ψ
    -- the gauged state solves the eigenvalue equation of the uniform ring
    have hφ : ringH (fun _ => flux A / n) (gauge (-χ) ψ) = μ • gauge (-χ) ψ := by
      rw [hχ] at he
      have h1 := congrArg (gauge (-χ)) he
      rw [map_smul] at h1
      rw [← h1]
      exact (LinearMap.congr_fun hinv (ringH (fun _ => flux A / n) (gauge (-χ) ψ))).symm
    -- one of its Fourier coefficients is nonzero
    have h0 : ZMod.dft (gauge (-χ) ψ) ≠ 0 := by
      intro h0
      have h1 : gauge (-χ) ψ = 0 := (LinearEquiv.map_eq_zero_iff _).1 h0
      apply hne
      rw [← hback, h1, map_zero]
    obtain ⟨k, hk⟩ := Function.ne_iff.1 h0
    obtain ⟨m, rfl⟩ := ZMod.intCast_surjective k
    have hk' : ZMod.dft (gauge (-χ) ψ) (m : ZMod n) ≠ 0 := hk
    refine ⟨m, mul_right_cancel₀ hk' ?_⟩
    rw [← dft_ringH, hφ, map_smul, Pi.smul_apply, smul_eq_mul]
  · rintro ⟨m, rfl⟩
    -- the gauged plane wave is an eigenvector
    have hb : gauge (-χ) (gauge χ (planeWave m)) = planeWave m := LinearMap.congr_fun hinv _
    apply Module.End.hasEigenvalue_of_hasEigenvector (x := gauge χ (planeWave m))
    refine Module.End.hasEigenvector_iff.2 ⟨Module.End.mem_eigenspace_iff.2 ?_, ?_⟩
    · rw [hχ, Module.End.mul_apply, Module.End.mul_apply, hb, ringH_planeWave, map_smul]
    · intro h0
      rw [h0, map_zero] at hb
      have h1 := congrFun hb 0
      simp [planeWave] at h1
```

Q: What is missing for a physicist?

A: The theorem fixes the set of eigenvalues, not their multiplicities. No inner product appears, so hermiticity of $H_A$, unitarity of $G_\chi$ and orthogonality of eigenvectors are not stated, and there is no continuum limit. It is the Aharonov–Bohm dependence of levels on the flux alone, for one particle on a finite, potential-free ring.

Q: On very small rings the two neighbours coincide. Does the formula survive?

A: The kernel checked the general theorem; the evaluations at particular sizes that follow are my own arithmetic. For $n=1$ both neighbours are the site itself, $H_A$ is the number $2-2\cos A_0$, and every $E_m$ equals it. For $n=2$ the two links add, the entry coupling site $0$ to site $1$ is $-(e^{iA_0}+e^{-iA_1})$ with modulus $2|\cos(\Phi/2)|$, and the eigenvalues $2\mp2\cos(\Phi/2)$ are $E_0$ and $E_1$.

Q: And a case with uneven phases?

A: Take $n=3$ and $(A_0,A_1,A_2)=(0,0,\pi)$. Then
$$H_A=\begin{pmatrix}2&-1&1\\-1&2&-1\\1&-1&2\end{pmatrix}=1+vv^{T},\qquad v=(1,-1,1)^T,$$
with eigenvalue $4$ on $v$ and $1$ on its orthogonal complement. The formula gives $E_0=1$, $E_1=4$, $E_2=1$. The partial sums are $\chi=(0,\pi/3,2\pi/3)$, and the gauged wave $m=1$ has components $e^{i\pi j/3}e^{2\pi ij/3}=(-1)^j$, normalised $v/\sqrt3$.

Q: That looks like an antiperiodic boundary condition.

A: It is one. Putting all the flux on the closing link, $A_{n-1}=\Phi$, amounts to $\psi_n=e^{i\Phi}\psi_0$, a twisted or Bloch boundary condition on a cell of $n$ points. A code for this one-particle model may place $-e^{\pm i\Phi}$ on the closing link or spread $-e^{\pm i\Phi/n}$ over all links. The eigenvalues agree, while eigenvectors are related by the site phases $e^{i\chi_j}$.

Q: Finally, periodicity in the flux quantum. Is that another gauge shift?

A: Not a shift of the real link fields, which by `gaugeShift_iff_flux` needs equal flux: for $n=1$ a shift leaves $A_0$ unchanged, although $A_0=0$ and $A_0=2\pi$ give the same operator. When two fluxes differ by a multiple of $2\pi$, the Hamiltonians are still related by some $G_\chi$: subtracting that multiple from one link phase leaves the operator unchanged and makes the fluxes equal. The proof of `hasEigenvalue_flux_periodic` does not use this and relabels the levels. For integer $k$, $2\pi m+(\Phi+2\pi k)=2\pi(m+k)+\Phi$, so $E_m(\Phi+2\pi k)=E_{m+k}(\Phi)$ (`hl`), and $m+k$ runs over all integers as $m$ does. Without the hypothesis `h` on the flux difference the conclusion can fail: for $n=3$, flux $0$ has eigenvalues $0$ and $3$, while flux $\pi$ has $1$ and $4$. The hypothesis is sufficient but not necessary, since $E_m(-\Phi)=E_{-m}(\Phi)$ gives opposite fluxes the same eigenvalues. The statement concerns one-particle eigenvalues and says nothing about interacting electrons.

```lean
/-- Two rings whose total fluxes differ by an integer multiple of `2π` have the same
eigenvalues. -/
theorem hasEigenvalue_flux_periodic (A B : ZMod n → ℝ) (k : ℤ)
    (h : flux B = flux A + 2 * π * k) (μ : ℂ) :
    (ringH B).HasEigenvalue μ ↔ (ringH A).HasEigenvalue μ := by
  have hl : ∀ m : ℤ, level n (flux B) m = level n (flux A) (m + k) := by
    intro m
    have e : 2 * π * m + (flux A + 2 * π * k) = 2 * π * ((m + k : ℤ) : ℝ) + flux A := by
      push_cast; ring
    unfold level
    rw [h, e]
  rw [hasEigenvalue_iff, hasEigenvalue_iff]
  constructor
  · rintro ⟨m, rfl⟩
    exact ⟨m + k, by rw [hl]⟩
  · rintro ⟨m, rfl⟩
    exact ⟨m - k, by rw [hl, sub_add_cancel]⟩

end

end FluxRing
```

```lean
#print axioms FluxRing.dft_ringH
-- 'FluxRing.dft_ringH' depends on axioms: [propext, Classical.choice, Quot.sound]
#print axioms FluxRing.hasEigenvalue_flux_periodic
-- 'FluxRing.hasEigenvalue_flux_periodic' depends on axioms: [propext, Classical.choice, Quot.sound]
```
